# Averaging over independent spin-1/2 isotopes gives one factor per site

Let each site $k$ of a finite set hold a spin-1/2 isotope with probability $a_k$, independently of the others, and a spinless isotope otherwise. Let an occupied site $k$ shift the angular precession frequency of a separate, observed spin by $J_k m_k$, with a fixed projection $m_k=\pm\tfrac12$, and let all up and down orientations of the spins present be equally likely. Relative to the unshifted precession, with decay left out and the value at $t=0$ set to 1, the averaged signal at time $t$ is

$$F(t)=\prod_k\left(1-a_k+a_k\cos\frac{J_kt}{2}\right).$$

In a simulation of satellite patterns with weak, static couplings and negligible isotope shifts, this product can replace a sum over isotopologues and spin orientations.

## The signal as a double average

Each set $S$ of occupied sites is counted here as a separate isotopologue, although molecules that differ only in the positions of the same isotopes are strictly called isotopomers. An orientation of the spins is given by the subset $U\subseteq S$ that points up. The type `ι` labels the sites and may be empty, in which case the signal is 1.

In Lean 4 with Mathlib:

```lean
import Mathlib

open Complex (I)

namespace IsotopicSatellites

noncomputable section

variable {ι : Type*} [Fintype ι] [DecidableEq ι]
```

The function `spin U k` is $m_k$. It also returns $-\tfrac12$ on spinless sites, but the phase below sums over $S$ only.

```lean
/-- The spin projection at site `k` when `U` is the set of sites with spin up:
`1/2` on `U` and `-1/2` elsewhere. -/
def spin (U : Finset ι) (k : ι) : ℝ := if k ∈ U then 1 / 2 else -1 / 2

/-- The probability that exactly the sites in `S` hold the magnetic isotope, when site `k`
holds it independently with probability `a k`. -/
def occupationProb (a : ι → ℝ) (S : Finset ι) : ℝ :=
  (∏ k ∈ S, a k) * ∏ k ∈ Finset.univ \ S, (1 - a k)

/-- The phase factor `exp (i t ∑ J m)` of the isotopologue with occupied sites `S`, averaged
over all equally likely up and down orientations of its spins. -/
def spinAverage (J : ι → ℝ) (t : ℝ) (S : Finset ι) : ℂ :=
  (1 / 2) ^ S.card *
    ∑ U ∈ S.powerset, Complex.exp (I * t * ((∑ k ∈ S, J k * spin U k : ℝ) : ℂ))

/-- The precession signal of the sample: the spin-averaged phase factor, averaged over all
isotopologues. -/
def signal (a J : ι → ℝ) (t : ℝ) : ℂ :=
  ∑ S : Finset ι, (occupationProb a S : ℂ) * spinAverage J t S
```

Here `occupationProb a S` is the probability $P(S)$ of an isotopologue, `spinAverage J t S` its mean phase factor, and `signal a J t` is $F(t)$, a complex number. The couplings are angular frequencies; a coupling quoted in hertz must be multiplied by $2\pi$. The observed spin's own precession, relaxation, isotope shifts, exchange and strong coupling are left out.

## Independent occupation

Independence means that finding the magnetic isotope at one site says nothing about the others. It enters through the product form of $P(S)$. For any numbers $x_k$, choosing "occupied" or "spinless" in each factor gives

$$\prod_k\bigl(a_kx_k+(1-a_k)\bigr)=\sum_S\underbrace{\prod_{k\in S}a_k\prod_{k\notin S}(1-a_k)}_{P(S)}\;\prod_{k\in S}x_k .$$

With all $x_k=1$, each factor on the left is 1, so the probabilities add up to one. In the proof, `Finset.prod_add` is this expansion.

```lean
/-- The probabilities of all isotopologues add up to one. -/
theorem sum_occupationProb (a : ι → ℝ) : ∑ S : Finset ι, occupationProb a S = 1 := by
  have h := Finset.prod_add a (fun k => 1 - a k) Finset.univ
  rw [Finset.powerset_univ] at h
  unfold occupationProb
  rw [← h]
  exact Finset.prod_eq_one fun k _ => by ring
```

Without independence the product formula can fail. Let two sites with the same $J\neq0$ be both occupied with probability $a$ and otherwise both spinless. The signal is then $1-a+a\cos^2(Jt/2)$. At $t=\pi/J$ it equals $1-a$, whereas the product gives $(1-a)^2$; these differ for $0<a<1$.

## Unpolarised spins with fixed projections

Each spin keeps its projection during precession, and all $2^{|S|}$ orientations of the spins in an isotopologue are equally likely. The second condition describes the high-temperature limit, where thermal polarisation is neglected; it is the factor $(1/2)^{|S|}$ in `spinAverage`.

Write $\theta_k=J_kt/2$. For fixed $S$ and $U$, up spins contribute $+\theta_k$ to the phase and down spins $-\theta_k$:

$$\exp\Bigl(it\sum_{k\in S}J_km_k\Bigr)=\prod_{k\in U}e^{i\theta_k}\prod_{k\in S\setminus U}e^{-i\theta_k}.$$

Summing over $U$ gives an expanded product, so

$$\frac1{2^{|S|}}\sum_{U\subseteq S}\prod_{k\in U}e^{i\theta_k}\prod_{k\in S\setminus U}e^{-i\theta_k}=\prod_{k\in S}\frac{e^{i\theta_k}+e^{-i\theta_k}}2=\prod_{k\in S}\cos\theta_k .$$

The statement `h` in the next proof is the splitting of the phase. `Finset.prod_add` then collects the sum over $U$, and the factors of one half are distributed over the sites to form the cosines.

```lean
omit [Fintype ι] in
/-- For a fixed isotopologue, the average over spin orientations is a product of one cosine
for each occupied site. -/
theorem spinAverage_eq (J : ι → ℝ) (t : ℝ) (S : Finset ι) :
    spinAverage J t S = ((∏ k ∈ S, Real.cos (J k * t / 2) : ℝ) : ℂ) := by
  -- the phase factor splits into contributions of up spins and down spins
  have h : ∀ U ∈ S.powerset,
      Complex.exp (I * t * ((∑ k ∈ S, J k * spin U k : ℝ) : ℂ)) =
        (∏ k ∈ U, Complex.exp (((J k * t / 2 : ℝ) : ℂ) * I)) *
          ∏ k ∈ S \ U, Complex.exp (-((J k * t / 2 : ℝ) : ℂ) * I) := by
    intro U hU
    have hU' := Finset.mem_powerset.mp hU
    have h1 : ∑ k ∈ S \ U, J k * spin U k = ∑ k ∈ S \ U, -(J k / 2) :=
      Finset.sum_congr rfl fun k hk => by
        simp only [spin, if_neg (Finset.mem_sdiff.mp hk).2]
        ring
    have h2 : ∑ k ∈ U, J k * spin U k = ∑ k ∈ U, J k / 2 :=
      Finset.sum_congr rfl fun k hk => by
        simp only [spin, if_pos hk]
        ring
    rw [← Complex.exp_sum, ← Complex.exp_sum, ← Complex.exp_add]
    congr 1
    rw [← Finset.sum_sdiff hU', h1, h2]
    push_cast
    rw [mul_add, Finset.mul_sum, Finset.mul_sum, add_comm]
    congr 1 <;> exact Finset.sum_congr rfl fun k _ => by ring
  -- the sum over orientations is an expanded product
  rw [spinAverage, Finset.sum_congr rfl h, ← Finset.prod_add, ← Finset.prod_const,
    ← Finset.prod_mul_distrib, Complex.ofReal_prod]
  refine Finset.prod_congr rfl fun k _ => ?_
  rw [Complex.ofReal_cos, Complex.cos]
  ring
```

If a spin points up with probability $p$, independently of the others, its cosine becomes $\cos\theta_k+i(2p-1)\sin\theta_k$. For a single site with $a=p=1$ the signal is $e^{iJt/2}$: one shifted line instead of a symmetric pair.

Setting $x_k=\cos\theta_k$ in the expansion over $S$ completes the derivation. The main theorem does the same, with `spinAverage_eq` supplying the cosines.

```lean
/-- The signal averaged over isotopic occupation and spin orientation is the product over all
sites of `1 - a + a cos (J t / 2)`, with the abundance and coupling of each site. -/
theorem signal_eq_prod (a J : ι → ℝ) (t : ℝ) :
    signal a J t = ((∏ k, (1 - a k + a k * Real.cos (J k * t / 2)) : ℝ) : ℂ) := by
  -- expand the product over the choice "occupied or spinless" at each site
  have h : ∏ k, (1 - a k + a k * Real.cos (J k * t / 2)) =
      ∑ S : Finset ι, occupationProb a S * ∏ k ∈ S, Real.cos (J k * t / 2) := by
    calc ∏ k, (1 - a k + a k * Real.cos (J k * t / 2))
        = ∏ k, (a k * Real.cos (J k * t / 2) + (1 - a k)) :=
          Finset.prod_congr rfl fun k _ => by ring
      _ = _ := by
          rw [Finset.prod_add, Finset.powerset_univ]
          refine Finset.sum_congr rfl fun S _ => ?_
          rw [Finset.prod_mul_distrib, occupationProb]
          ring
  rw [h, Complex.ofReal_sum, signal]
  exact Finset.sum_congr rfl fun S _ => by rw [spinAverage_eq, Complex.ofReal_mul]
```

The right-hand side is a real number regarded as complex, so the signal has no imaginary part. The identity holds for all real $a_k$; the range $0\le a_k\le1$ is needed only to read them as probabilities.

In a program, one starts with an array of ones on the time grid and multiplies it by $1-a_k+a_k\cos(J_kt/2)$ for each site. Multiplying by the carrier and a common decay and then Fourier transforming gives the spectrum. For $n$ sites, the direct double average has $\sum_S2^{|S|}=3^n$ terms per time point; the product has $n$ factors.

For one site, writing the cosine as two exponentials displays the lines: a central one of intensity $1-a$ and satellites of intensity $a/2$ at $\pm J/2$.

```lean
/-- A single site gives a central line of intensity `1 - a` and two satellites of intensity
`a / 2` at angular frequencies `J / 2` and `-J / 2`. -/
theorem signal_single_site (a J t : ℝ) :
    signal (fun _ : Unit => a) (fun _ => J) t =
      (1 - a) + a / 2 * Complex.exp ((J * t / 2) * I)
        + a / 2 * Complex.exp (-(J * t / 2) * I) := by
  rw [signal_eq_prod]
  simp only [Finset.univ_unique, Finset.prod_const, Finset.card_singleton, pow_one]
  push_cast
  rw [Complex.cos]
  ring
```

For $n$ equivalent sites, the binomial theorem applied to $\bigl(a\cos(Jt/2)+(1-a)\bigr)^n$ groups the isotopologues by their number $m$ of magnetic isotopes. This $m$ is a count, not a spin projection $m_k$.

```lean
/-- For equivalent sites the signal is a binomially weighted sum over the number `m` of magnetic
isotopes, where the term for `m` contains the `m`-th power of `cos (J t / 2)`. -/
theorem signal_equivalent_sites (a J t : ℝ) :
    signal (fun _ : ι => a) (fun _ => J) t =
      ((∑ m ∈ Finset.range (Fintype.card ι + 1),
        ((Fintype.card ι).choose m : ℝ) * a ^ m * (1 - a) ^ (Fintype.card ι - m) *
          Real.cos (J * t / 2) ^ m : ℝ) : ℂ) := by
  rw [signal_eq_prod]
  congr 1
  rw [Finset.prod_const, Finset.card_univ,
    add_comm (1 - a) (a * Real.cos (J * t / 2)), add_pow]
  refine Finset.sum_congr rfl fun m _ => ?_
  rw [mul_pow]
  ring
```

## Abundances between zero and one half

The signal never falls below $\prod_k(1-2a_k)$ if $0\le a_k\le\tfrac12$ at every site, that is, if the magnetic isotope is nowhere more common than the spinless one. Since

$$1-a_k+a_k\cos\theta_k-(1-2a_k)=a_k(1+\cos\theta_k),$$

the condition $a_k\ge0$ puts each factor at or above $1-2a_k$. The condition $a_k\le\tfrac12$ makes $1-2a_k$ nonnegative, which allows the inequalities to be multiplied. These are the two obligations of `Finset.prod_le_prod`: `h1` settles nonnegativity, and `h0` enters the comparison of factors.

```lean
/-- If every abundance lies between `0` and `1/2`, the real part of the signal is at all times
at least the product of `1 - 2 a` over the sites. -/
theorem signal_lower_bound (a J : ι → ℝ) (t : ℝ) (h0 : ∀ k, 0 ≤ a k)
    (h1 : ∀ k, a k ≤ 1 / 2) :
    ∏ k, (1 - 2 * a k) ≤ (signal a J t).re := by
  rw [signal_eq_prod, Complex.ofReal_re]
  refine Finset.prod_le_prod (fun k _ => by linarith [h1 k]) fun k _ => ?_
  -- each cosine is at least -1
  nlinarith [mul_nonneg (h0 k)
    (by linarith [Real.neg_one_le_cos (J k * t / 2)] :
      (0 : ℝ) ≤ 1 + Real.cos (J k * t / 2))]
```

Without the upper limit, take two sites with $a_1=a_2=1$ and equal $J\neq0$. The proposed bound is $(-1)^2=1$, but the signal $\cos^2(Jt/2)$ vanishes at $t=\pi/J$. Without the lower limit, a single site with the unphysical value $a=-1$ has proposed bound 3 but signal 1 at $t=0$.

## A common nonzero coupling

If all sites share a coupling $J\neq0$, then at $t=2\pi/J$ every $\theta_k$ equals $\pi$, every cosine is $-1$, and every factor is $1-2a_k$. Under the abundance limits above, the lower bound is therefore attained. For $J<0$ this $t$ is negative, but the signal is even in $t$ and takes the same value at $2\pi/|J|$. At this time each magnetic isotope reverses the sign of the signal, whichever way its spin points. The words "full dephasing" in the theorem's name refer to this phase of $\pi$, not to a loss of the signal: for a single site with $a=1$ the signal is $-1$. The proof uses `hJ` to cancel $J$ in the phase.

```lean
/-- With a common nonzero coupling `J`, the signal at time `2π / J` equals the product of
`1 - 2 a` over the sites. -/
theorem signal_at_full_dephasing (a : ι → ℝ) (J : ℝ) (hJ : J ≠ 0) :
    signal a (fun _ => J) (2 * Real.pi / J) = ((∏ k, (1 - 2 * a k) : ℝ) : ℂ) := by
  have h : J * (2 * Real.pi / J) / 2 = Real.pi := by
    field_simp
  rw [signal_eq_prod]
  congr 1
  refine Finset.prod_congr rfl fun k _ => ?_
  rw [h, Real.cos_pi]
  ring

end

end IsotopicSatellites
```

With $J=0$ there is no splitting and the signal stays at 1. A single site with $a=\tfrac12$ then never reaches its bound of 0.

```lean
#print axioms IsotopicSatellites.signal_eq_prod
-- 'IsotopicSatellites.signal_eq_prod' depends on axioms: [propext, Classical.choice, Quot.sound]
#print axioms IsotopicSatellites.signal_single_site
-- 'IsotopicSatellites.signal_single_site' depends on axioms: [propext, Classical.choice, Quot.sound]
#print axioms IsotopicSatellites.signal_lower_bound
-- 'IsotopicSatellites.signal_lower_bound' depends on axioms: [propext, Classical.choice, Quot.sound]
#print axioms IsotopicSatellites.signal_at_full_dephasing
-- 'IsotopicSatellites.signal_at_full_dephasing' depends on axioms: [propext, Classical.choice, Quot.sound]
```
